# A lower bound, quadratic in time, on the modulus of the survival amplitude from the energy variance

For finitely many real energies E_j with nonnegative weights p_j that sum to one, the survival amplitude at time t is ∑ p_j exp(−iE_j t), in units where ħ = 1. The theorem `survival_bound` says that for every real t its modulus is at least 1 − s²t²/2, where s² is the variance of the energy under these weights. The proof writes this lower bound as a weighted sum of the terms 1 − ((E_j − μ)t)²/2, with μ the mean energy, and bounds each term above by cos((E_j − μ)t). The weighted sum of cosines is the real part of the amplitude times the phase exp(iμt), so it is at most the modulus, which the phase leaves unchanged.

This version doesn't compile in Lean 4 with Mathlib:

```lean
import Mathlib

open Finset Filter

noncomputable section

namespace ShortTimeSurvival

variable {ι : Type*} [Fintype ι]

/-- Mean energy of the distribution with weights `p` on the levels `E`. -/
def meanEnergy (p E : ι → ℝ) : ℝ := ∑ j, p j * E j

/-- Energy variance: the weighted mean square deviation from the mean energy. -/
def energyVariance (p E : ι → ℝ) : ℝ := ∑ j, p j * (E j - meanEnergy p E) ^ 2

/-- Survival amplitude at time `t` (with `ħ = 1`): the weighted sum of the phases of the levels. -/
def survivalAmplitude (p E : ι → ℝ) (t : ℝ) : ℂ :=
  ∑ j, (p j : ℂ) * Complex.exp (-Complex.I * E j * t)

/-- The real part of the survival amplitude multiplied by the phase `exp (i μ t)` is the weighted
sum of the cosines of `(E j - μ) t`. -/
theorem re_phase_mul_amplitude (p E : ι → ℝ) (μ t : ℝ) :
    (Complex.exp (((μ * t : ℝ) : ℂ) * Complex.I) * survivalAmplitude p E t).re
      = ∑ j, p j * Real.cos ((E j - μ) * t) := by
  rw [survivalAmplitude, Finset.mul_sum, Complex.re_sum]
  refine Finset.sum_congr rfl fun j _ => ?_
  have e : ((μ * t : ℝ) : ℂ) * Complex.I + -Complex.I * E j * t
      = ((-((E j - μ) * t) : ℝ) : ℂ) * Complex.I := by
    push_cast
    ring
  rw [mul_left_comm, ← Complex.exp_add, e, Complex.re_ofReal_mul,
    Complex.exp_ofReal_mul_I_re, Real.cos_neg]

/-- For nonnegative weights with sum one, the modulus of the survival amplitude is at least `1 - s²
t² / 2`, where `s²` is the energy variance. -/
theorem survival_bound (p E : ι → ℝ) (hp : ∀ j, 0 ≤ p j) (hsum : ∑ j, p j = 1) (t : ℝ) :
    1 - energyVariance p E * t ^ 2 / 2 ≤ ‖survivalAmplitude p E t‖ := by
  set μ := meanEnergy p E with hμ
  calc 1 - energyVariance p E * t ^ 2 / 2
      = ∑ j, p j * (1 - ((E j - μ) * t) ^ 2 / 2) := by
        rw [← hsum, energyVariance, Finset.sum_mul, Finset.sum_div, ← Finset.sum_sub_distrib]
        refine Finset.sum_congr rfl fun j _ => ?_
        rw [← hμ]
        ring
    _ ≤ ∑ j, p j * Real.cos ((E j - μ) * t) :=
        Finset.sum_le_sum fun j _ =>
          mul_le_mul_of_nonneg_left Real.one_sub_sq_div_two_le_cos (hp j)
    _ = (Complex.exp (((μ * t : ℝ) : ℂ) * Complex.I) * survivalAmplitude p E t).re :=
        (re_phase_mul_amplitude p E μ t).symm
    _ ≤ ‖Complex.exp (((μ * t : ℝ) : ℂ) * Complex.I) * survivalAmplitude p E t‖ :=
        Complex.re_le_norm _
    _ = ‖survivalAmplitude p E t‖ := by
        rw [norm_mul, Complex.norm_exp_ofReal_mul_I, one_mul]

end ShortTimeSurvival
```

Compiling this gives:

```
Try this:
  [apply] ring_nf
  
  The `ring` tactic failed to close the goal. Use `ring_nf` to obtain a normal form.
    
  Note that `ring` works primarily in *commutative* rings. If you have a noncommutative ring, abelian group or module, consider using `noncomm_ring`, `abel` or `module` instead.
Main.lean:41:52: error: unsolved goals
ι : Type u_1
inst✝ : Fintype ι
p E : ι → ℝ
hp : ∀ (j : ι), 0 ≤ p j
hsum : ∑ j, p j = 1
t : ℝ
μ : ℝ := meanEnergy p E
hμ : μ = meanEnergy p E
j : ι
x✝ : j ∈ univ
⊢ p j + p j * E j * μ * t ^ 2 + p j * E j ^ 2 * t ^ 2 * (-1 / 2) + p j * μ ^ 2 * t ^ 2 * (-1 / 2) =
    p j * E j * μ * t ^ 2 + p j * E j ^ 2 * t ^ 2 * (-1 / 2) + p j * μ ^ 2 * t ^ 2 * (-1 / 2) + p j * ∑ j, p j
```

Cause. The error is in the first step of the `calc` block, where the lower bound is written as a sum. There `rw [← hsum]` is meant to turn the leading `1` on the left into `∑ j, p j`, but it rewrites every real `1` in the goal, including the one inside the summand on the right. After the sums are compared term by term, the left side has `p j` where the right has `p j * ∑ j, p j`. The two are equal by `hsum`, but `ring` does not use hypotheses, so it fails. The "Try this" message reports the same failure, and its `ring_nf` would not close the goal either.

The repair uses `hsum` in the other direction. The new fact `e` multiplies out each summand while its `1` is still a number, and `simp only [e]` applies it under the sum. `Finset.sum_sub_distrib` then splits off `∑ j, p j`, which `hsum` turns into `1`. The remaining rewrites unfold the variance and bring the factor `t ^ 2` and the division by 2 inside its sum, so that the two sides agree.

As a diff, the version that Lean accepts:

```diff
@@ -40,8 +40,9 @@
   calc 1 - energyVariance p E * t ^ 2 / 2
       = ∑ j, p j * (1 - ((E j - μ) * t) ^ 2 / 2) := by
-        rw [← hsum, energyVariance, Finset.sum_mul, Finset.sum_div, ← Finset.sum_sub_distrib]
-        refine Finset.sum_congr rfl fun j _ => ?_
-        rw [← hμ]
-        ring
+        have e : ∀ j, p j * (1 - ((E j - μ) * t) ^ 2 / 2)
+            = p j - p j * (E j - μ) ^ 2 * t ^ 2 / 2 := fun j => by ring
+        simp only [e]
+        rw [Finset.sum_sub_distrib, hsum, energyVariance, ← hμ, Finset.sum_mul,
+          Finset.sum_div]
     _ ≤ ∑ j, p j * Real.cos ((E j - μ) * t) :=
         Finset.sum_le_sum fun j _ =>
```
